# The derivative of a one-orbital quasiparticle energy as an expectation value in the upfolded eigenvector

When a code has diagonalized an upfolded one-orbital GW Hamiltonian, it can obtain the derivative of a quasiparticle energy that lies away from the self-energy poles by contracting the derivative of the matrix on both sides with the normalized eigenvector. It needs no derivative of the eigenvector.

## One eigenvector gives the gradient and the weight

Let $t$ be a real parameter, such as one nuclear coordinate. Let $f$ be the static orbital energy, $d_k$ the finitely many self-energy poles and $v_k$ the real couplings to them. The quasiparticle energy $E$ satisfies, near $t_0$,

$$E=f+\sum_k\frac{v_k^2}{E-d_k}.$$

Assume that $f,v_k,d_k,E$ are differentiable at $t_0$ and that $E(t_0)\ne d_k(t_0)$ for every $k$. The upfolded matrix is

$$H=\begin{pmatrix}f&v^T\\v&\mathrm{diag}(d)\end{pmatrix}.$$

If $x$ is a real normalized eigenvector of $H(t_0)$ at energy $E(t_0)$, with orbital component $x_0$ and auxiliary components $x_k$, then at $t_0$

$$E'=x^TH'x,\qquad x_0^2=Z=\frac1{1+\sum_k v_k^2/(E-d_k)^2}.$$

## Contracting with the matrix derivative

For a diagonal self-energy with finitely many real poles, a gradient routine can assemble $f'$, $v'_k$ and $d'_k$ and evaluate

$$x^TH'x=f'x_0^2+2x_0\sum_k v'_kx_k+\sum_k d'_kx_k^2.$$

The same eigenvector supplies the quasiparticle weight $Z$, which can be compared with the value computed from the pole sum.

## From the quasiparticle equation to the contraction

Write $g_k=E-d_k$, with all quantities taken at $t_0$. Differentiating one term of the self-energy gives

$$\left(\frac{v_k^2}{g_k}\right)'=\frac{2v_kv'_k}{g_k}-\frac{v_k^2(E'-d'_k)}{g_k^2}.$$

Summing over $k$, adding $f'$ and collecting the terms in $E'$ gives

$$E'\left(1+\sum_k\frac{v_k^2}{g_k^2}\right)=f'+\sum_k\left(\frac{2v_kv'_k}{g_k}+\frac{v_k^2d'_k}{g_k^2}\right).$$

The bracket on the left is $1/Z$ and is at least 1, so $E'$ is $Z$ times the right-hand side.

Row $k$ of the eigenvalue equation reads $v_kx_0+d_kx_k=Ex_k$, hence $x_k=v_kx_0/g_k$. Normalization becomes $x_0^2(1+\sum_k v_k^2/g_k^2)=1$, so $x_0^2=Z$. Inserting these amplitudes into the contraction gives

$$x^TH'x=Z\left[f'+\sum_k\left(\frac{2v_kv'_k}{g_k}+\frac{v_k^2d'_k}{g_k^2}\right)\right]=E'.$$

Such an eigenvector exists. The vector with components $x_0=\sqrt Z$ and $x_k=\sqrt Z\,v_k/g_k$ is normalized and satisfies the auxiliary rows, and its orbital row is $\sqrt Z$ times the quasiparticle equation.

```lean
import Mathlib

open Matrix Filter Topology

namespace QuasiparticleGradient

noncomputable section

variable {κ : Type*} [Fintype κ]

/-- The self-energy `∑ v_k² / (ω - d_k)` with couplings `v` and poles `d`, for `ω` away from
the poles. -/
def selfEnergy (v d : κ → ℝ) (ω : ℝ) : ℝ := ∑ k, v k ^ 2 / (ω - d k)

/-- The quasiparticle weight `Z = 1 / (1 + ∑ v_k² / (ω - d_k)²)`, for `ω` away from the poles. -/
def qpWeight (v d : κ → ℝ) (ω : ℝ) : ℝ := 1 / (1 + ∑ k, v k ^ 2 / (ω - d k) ^ 2)

/-- Away from the poles, a differentiable solution `E` of the quasiparticle equation has as its
derivative `Z` times the derivative of the sum `f + ∑ v_k² / (ω - d_k)`, taken with `ω` held fixed
at `E t₀`. -/
theorem hasDerivAt_quasiparticle {f E : ℝ → ℝ} {v d : ℝ → κ → ℝ} {f' t₀ : ℝ} {v' d' : κ → ℝ}
    (hf : HasDerivAt f f' t₀) (hv : ∀ k, HasDerivAt (fun t => v t k) (v' k) t₀)
    (hd : ∀ k, HasDerivAt (fun t => d t k) (d' k) t₀) (hE : DifferentiableAt ℝ E t₀)
    (hqp : ∀ᶠ t in 𝓝 t₀, E t = f t + selfEnergy (v t) (d t) (E t))
    (hne : ∀ k, E t₀ ≠ d t₀ k) :
    HasDerivAt E (qpWeight (v t₀) (d t₀) (E t₀) *
      (f' + ∑ k, (2 * v t₀ k * v' k / (E t₀ - d t₀ k)
        + v t₀ k ^ 2 * d' k / (E t₀ - d t₀ k) ^ 2))) t₀ := by
  have hk : ∀ k ∈ Finset.univ, HasDerivAt (fun t => v t k ^ 2 / (E t - d t k))
      ((2 * v t₀ k * v' k / (E t₀ - d t₀ k) + v t₀ k ^ 2 * d' k / (E t₀ - d t₀ k) ^ 2)
        - deriv E t₀ * (v t₀ k ^ 2 / (E t₀ - d t₀ k) ^ 2)) t₀ := by
    intro k _
    have hg := sub_ne_zero.mpr (hne k)
    have e : 2 * v t₀ k * v' k * (E t₀ - d t₀ k) / ((E t₀ - d t₀ k) * (E t₀ - d t₀ k))
        = 2 * v t₀ k * v' k / (E t₀ - d t₀ k) := mul_div_mul_right _ _ hg
    refine (((hv k).fun_pow 2).fun_div (hE.hasDerivAt.fun_sub (hd k)) hg).congr_deriv ?_
    rw [← e]
    push_cast
    ring
  -- differentiate both sides of the quasiparticle equation and solve for the derivative of `E`
  have hu := hE.hasDerivAt.unique
    ((hf.fun_add (HasDerivAt.fun_sum hk)).congr_of_eventuallyEq hqp)
  rw [Finset.sum_sub_distrib, ← Finset.mul_sum] at hu
  refine hE.hasDerivAt.congr_deriv ?_
  rw [qpWeight, one_div, inv_mul_eq_div, eq_div_iff (by positivity)]
  linear_combination hu

variable [DecidableEq κ]

/-- The upfolded Hamiltonian `[[f, vᵀ], [v, diag d]]`: one orbital (`none`) coupled to
auxiliary states (`some k`). -/
def upfolded (f : ℝ) (v d : κ → ℝ) : Matrix (Option κ) (Option κ) ℝ :=
  Matrix.of fun i j => match i, j with
    | none, none => f
    | none, some k => v k
    | some k, none => v k
    | some k, some l => if k = l then d k else 0

/-- The orbital component of the upfolded Hamiltonian acting on a vector. -/
theorem upfolded_mulVec_none (f : ℝ) (v d : κ → ℝ) (x : Option κ → ℝ) :
    (upfolded f v d *ᵥ x) none = f * x none + ∑ k, v k * x (some k) := by
  simp [upfolded, Matrix.mulVec, dotProduct, Fintype.sum_option]

/-- The auxiliary components of the upfolded Hamiltonian acting on a vector. -/
theorem upfolded_mulVec_some (f : ℝ) (v d : κ → ℝ) (x : Option κ → ℝ) (k : κ) :
    (upfolded f v d *ᵥ x) (some k) = v k * x none + d k * x (some k) := by
  simp [upfolded, Matrix.mulVec, dotProduct, Fintype.sum_option]

omit [Fintype κ] in
/-- The entrywise derivative of the upfolded Hamiltonian is the upfolded matrix built from the
derivatives of `f`, `v` and `d`. -/
theorem hasDerivAt_upfolded {f : ℝ → ℝ} {v d : ℝ → κ → ℝ} {f' t₀ : ℝ} {v' d' : κ → ℝ}
    (hf : HasDerivAt f f' t₀) (hv : ∀ k, HasDerivAt (fun t => v t k) (v' k) t₀)
    (hd : ∀ k, HasDerivAt (fun t => d t k) (d' k) t₀) (i j : Option κ) :
    HasDerivAt (fun t => upfolded (f t) (v t) (d t) i j) (upfolded f' v' d' i j) t₀ := by
  rcases i with _ | k <;> rcases j with _ | l
  · exact hf
  · exact hv l
  · exact hv k
  · by_cases h : k = l
    · simp only [upfolded, Matrix.of_apply, if_pos h]
      exact hd k
    · simp only [upfolded, Matrix.of_apply, if_neg h]
      exact hasDerivAt_const _ _

/-- In an eigenvector at energy `ω ≠ d_k`, the amplitude on auxiliary state `k` is
`v_k / (ω - d_k)` times the orbital amplitude. -/
theorem eigenvector_amplitude {f ω : ℝ} {v d : κ → ℝ} {x : Option κ → ℝ}
    (hx : upfolded f v d *ᵥ x = ω • x) {k : κ} (hk : ω ≠ d k) :
    x (some k) = v k * x none / (ω - d k) := by
  have h := congrFun hx (some k)
  rw [upfolded_mulVec_some, Pi.smul_apply, smul_eq_mul] at h
  rw [eq_div_iff (sub_ne_zero.mpr hk)]
  linear_combination -h

/-- The squared orbital amplitude of a normalized eigenvector at an energy away from the poles is
the quasiparticle weight `Z`. -/
theorem eigenvector_weight {f ω : ℝ} {v d : κ → ℝ} {x : Option κ → ℝ} (h : ∀ k, ω ≠ d k)
    (hx : upfolded f v d *ᵥ x = ω • x) (hn : x ⬝ᵥ x = 1) :
    x none ^ 2 = qpWeight v d ω := by
  rw [dotProduct, Fintype.sum_option] at hn
  have hS : ∑ k, x (some k) * x (some k) = x none ^ 2 * ∑ k, v k ^ 2 / (ω - d k) ^ 2 := by
    rw [Finset.mul_sum]
    refine Finset.sum_congr rfl fun k _ => ?_
    rw [eigenvector_amplitude hx (h k)]
    generalize ω - d k = g
    ring
  rw [qpWeight, eq_div_iff (by positivity)]
  linear_combination hn - hS

/-- Away from the poles, the upfolded Hamiltonian has a normalized eigenvector at energy `ω`
exactly when `ω` solves the quasiparticle equation. -/
theorem exists_eigenvector_iff {f ω : ℝ} {v d : κ → ℝ} (h : ∀ k, ω ≠ d k) :
    (∃ x : Option κ → ℝ, x ⬝ᵥ x = 1 ∧ upfolded f v d *ᵥ x = ω • x) ↔
      ω = f + selfEnergy v d ω := by
  have hpos : 0 < 1 + ∑ k, v k ^ 2 / (ω - d k) ^ 2 := by positivity
  have hZ : 0 < qpWeight v d ω := one_div_pos.mpr hpos
  constructor
  · rintro ⟨x, hn, hx⟩
    have hx0 : x none ≠ 0 := by
      intro h0
      have hw := eigenvector_weight h hx hn
      rw [h0] at hw
      linarith
    have h1 := congrFun hx none
    rw [upfolded_mulVec_none, Pi.smul_apply, smul_eq_mul] at h1
    have hS : ∑ k, v k * x (some k) = selfEnergy v d ω * x none := by
      rw [selfEnergy, Finset.sum_mul]
      refine Finset.sum_congr rfl fun k _ => ?_
      rw [eigenvector_amplitude hx (h k)]
      ring
    apply mul_right_cancel₀ hx0
    linear_combination hS - h1
  · intro hω
    -- the eigenvector is `√Z (1, v_k / (ω - d_k))`
    obtain ⟨s, hs⟩ : ∃ s : ℝ, s * s = qpWeight v d ω := ⟨_, Real.mul_self_sqrt hZ.le⟩
    have hs1 : s * s * (1 + ∑ k, v k ^ 2 / (ω - d k) ^ 2) = 1 := by
      rw [hs, qpWeight, one_div, inv_mul_cancel₀ hpos.ne']
    refine ⟨fun i => s * i.elim 1 (fun k => v k / (ω - d k)), ?_, ?_⟩
    · rw [dotProduct, Fintype.sum_option]
      simp only [Option.elim]
      have hS : ∑ k, s * (v k / (ω - d k)) * (s * (v k / (ω - d k)))
          = s * s * ∑ k, v k ^ 2 / (ω - d k) ^ 2 := by
        rw [Finset.mul_sum]
        refine Finset.sum_congr rfl fun k _ => ?_
        generalize ω - d k = g
        ring
      linear_combination hS + hs1
    · funext i
      rcases i with _ | k
      · rw [upfolded_mulVec_none]
        simp only [Option.elim, Pi.smul_apply, smul_eq_mul]
        have hS : ∑ k, v k * (s * (v k / (ω - d k))) = s * selfEnergy v d ω := by
          rw [selfEnergy, Finset.mul_sum]
          refine Finset.sum_congr rfl fun k _ => ?_
          ring
        linear_combination hS - s * hω
      · rw [upfolded_mulVec_some]
        simp only [Option.elim, Pi.smul_apply, smul_eq_mul]
        have hc := div_mul_cancel₀ (v k) (sub_ne_zero.mpr (h k))
        linear_combination -s * hc

/-- Away from the poles, the derivative of a differentiable quasiparticle energy is the expectation
value of the derivative of the upfolded Hamiltonian in a normalized eigenvector at that energy,
whose squared orbital amplitude is `Z`. -/
theorem quasiparticle_hellmann_feynman {f E : ℝ → ℝ} {v d : ℝ → κ → ℝ} {f' t₀ : ℝ}
    {v' d' : κ → ℝ} {x : Option κ → ℝ}
    (hf : HasDerivAt f f' t₀) (hv : ∀ k, HasDerivAt (fun t => v t k) (v' k) t₀)
    (hd : ∀ k, HasDerivAt (fun t => d t k) (d' k) t₀) (hE : DifferentiableAt ℝ E t₀)
    (hqp : ∀ᶠ t in 𝓝 t₀, E t = f t + selfEnergy (v t) (d t) (E t))
    (hne : ∀ k, E t₀ ≠ d t₀ k)
    (hx : upfolded (f t₀) (v t₀) (d t₀) *ᵥ x = E t₀ • x) (hn : x ⬝ᵥ x = 1) :
    HasDerivAt E (x ⬝ᵥ (upfolded f' v' d' *ᵥ x)) t₀ ∧
      x none ^ 2 = qpWeight (v t₀) (d t₀) (E t₀) := by
  have hw := eigenvector_weight hne hx hn
  refine ⟨(hasDerivAt_quasiparticle hf hv hd hE hqp hne).congr_deriv ?_, hw⟩
  rw [← hw, dotProduct, Fintype.sum_option, upfolded_mulVec_none]
  simp only [upfolded_mulVec_some]
  -- insert the auxiliary amplitudes into the expectation value
  have hS : x none * ∑ k, v' k * x (some k)
      + ∑ k, x (some k) * (v' k * x none + d' k * x (some k))
      = x none ^ 2 * ∑ k, (2 * v t₀ k * v' k / (E t₀ - d t₀ k)
        + v t₀ k ^ 2 * d' k / (E t₀ - d t₀ k) ^ 2) := by
    rw [Finset.mul_sum, Finset.mul_sum, ← Finset.sum_add_distrib]
    refine Finset.sum_congr rfl fun k _ => ?_
    rw [eigenvector_amplitude hx (hne k)]
    generalize E t₀ - d t₀ k = g
    ring
  linear_combination -hS

end

end QuasiparticleGradient
```

```lean
#print axioms QuasiparticleGradient.hasDerivAt_upfolded
#print axioms QuasiparticleGradient.exists_eigenvector_iff
#print axioms QuasiparticleGradient.quasiparticle_hellmann_feynman
```

```
'QuasiparticleGradient.hasDerivAt_upfolded' depends on axioms: [propext, Classical.choice, Quot.sound]
'QuasiparticleGradient.exists_eigenvector_iff' depends on axioms: [propext, Classical.choice, Quot.sound]
'QuasiparticleGradient.quasiparticle_hellmann_feynman' depends on axioms: [propext, Classical.choice, Quot.sound]
```

## A differentiable root with supplied input derivatives

In `quasiparticle_hellmann_feynman`, the finite type `κ` labels the poles, `x none` is $x_0$ and `x (some k)` is $x_k$. The hypothesis `hqp` states the quasiparticle equation in a neighbourhood of $t_0$, `hne` keeps the energy off the poles at $t_0$, and `hx` and `hn` state the eigenvalue equation and normalization there. The conclusion gives both the derivative and the weight. This is a Hellmann–Feynman formula for the arrow matrix above, not for a general Hermitian family.

The Lean code follows the derivation, with two supporting results, `hasDerivAt_upfolded` and `exists_eigenvector_iff`, that the proof of the main theorem does not call:

- `hasDerivAt_quasiparticle` differentiates both sides of the equation, equates the results by uniqueness of the derivative and solves for $E'$.
- `hasDerivAt_upfolded` shows entry by entry that `upfolded f' v' d'` is $H'$.
- `eigenvector_amplitude` gives $x_k$ from the row formula `upfolded_mulVec_some`, and `eigenvector_weight` then gives $x_0^2$ from the normalization.
- `exists_eigenvector_iff` shows that, away from the poles, a normalized eigenvector at energy $\omega$ exists exactly when $\omega$ solves the quasiparticle equation.
- The main theorem expands the contraction with the row formulas `upfolded_mulVec_none` and `upfolded_mulVec_some`, inserts the amplitudes term by term and finishes with `linear_combination`.

The derivatives $f'$, $v'_k$ and $d'_k$ are inputs: the response of the orbitals and of the screening must be computed elsewhere. Off-diagonal self-energies, complex broadening and a continuum of poles are not covered, and neither are solver convergence and rounding error.

The differentiability of $E$ is also assumed, through `hE`. A stronger theorem would require only continuity of $E$ at $t_0$ and derive differentiability from difference quotients of the quasiparticle equation. That would weaken the hypothesis and leave the gradient formula unchanged. Continuity could not be dropped in general: with a nonzero coupling the equation has more than one root, and $E$ could jump between them.
